# With distinct curvatures and no vanishing gradient component, the (k+1)-th lowest RFO root steps uphill along exactly the k lowest modes

At a molecular geometry with gradient $g$ and Hessian $H$, a search for a saddle point can use a step that goes uphill along some eigenvectors of $H$ (the modes) and downhill along the rest. Rational function optimisation (RFO) takes its step $p$ from an eigenvector $(p,1)$ of the augmented Hessian

$$A=\begin{pmatrix}H&g\\ g^T&0\end{pmatrix},\qquad H=\mathrm{diag}(b_0,\dots,b_{n-1}).$$

Here $b_i$ is the curvature along mode $i$, and $g_i$ and $p_i$ are the components of gradient and step along it. "Uphill along mode $i$" means $g_ip_i>0$: the first-order energy change from that mode is positive. "Downhill" means $g_ip_i<0$. Indices start at zero, so the $(k+1)$-th lowest eigenvalue is $\mu_k$.

```lean
import Mathlib

open Matrix

namespace AugmentedHessianHigherRoots

variable {n : ℕ}
```

The index type `Fin n ⊕ Unit` holds the $n$ modes, `Sum.inl i`, and one extra component, `Sum.inr ()`. The Hessian enters already diagonal.

```lean
/-- The augmented Hessian `[[H, g], [gᵀ, 0]]` in the eigenbasis of the Hessian, where `H = diag b`.
-/
def augHessian (b g : Fin n → ℝ) : Matrix (Fin n ⊕ Unit) (Fin n ⊕ Unit) ℝ :=
  Matrix.fromBlocks (Matrix.diagonal b) (Matrix.of fun i _ => g i)
    (Matrix.of fun _ j => g j) 0
```

A root is an eigenvalue of $A$, often written $\lambda$ in textbooks and here $u$, $v$ or $\mu_k$.

```lean
/-- `u` is a root: an eigenvalue of the augmented Hessian. -/
def IsRoot (b g : Fin n → ℝ) (u : ℝ) : Prop :=
  ∃ x : Fin n ⊕ Unit → ℝ, x ≠ 0 ∧ augHessian b g *ᵥ x = u • x
```

A step is defined by scaling the last component to 1. The corresponding eigenvector of unit length is, up to sign, $(p,1)/\sqrt{1+|p|^2}$.

```lean
/-- `p` is an RFO step for `u`: the vector `(p, 1)` is an eigenvector of the augmented Hessian
with eigenvalue `u`. -/
def IsRFOStep (b g : Fin n → ℝ) (u : ℝ) (p : Fin n → ℝ) : Prop :=
  augHessian b g *ᵥ Sum.elim p (fun _ => 1) = u • Sum.elim p (fun _ => 1)
```

## The eigenvalue equation, mode by mode

For $x=(y,z)$, the equation $Ax=ux$ reads

$$b_iy_i+g_iz=uy_i\ \text{ for all } i,\qquad \sum_i g_iy_i=uz.$$

The proof splits the vector equation into its two kinds of component, and `simp` evaluates the block product.

```lean
/-- The eigenvalue equation of the augmented Hessian, written mode by mode. -/
theorem eigen_iff (b g : Fin n → ℝ) (u : ℝ) (x : Fin n ⊕ Unit → ℝ) :
    augHessian b g *ᵥ x = u • x ↔
      (∀ i, b i * x (Sum.inl i) + g i * x (Sum.inr ()) = u * x (Sum.inl i)) ∧
        ∑ i, g i * x (Sum.inl i) = u * x (Sum.inr ()) := by
  rw [funext_iff, Sum.forall]
  simp [augHessian, Matrix.mulVec, dotProduct, Matrix.diagonal_apply]
  exact fun _ => ⟨fun h => h (), fun h _ => h⟩
```

## Every eigenvector yields a step

Let the curvatures be strictly increasing (`StrictMono b`) and all $g_i\neq0$. Suppose an eigenvector had $z=0$. Then $(b_i-u)y_i=0$ for all $i$, and $\sum_ig_iy_i=0$. If some $y_i\ne0$, then $u=b_i$. The other curvatures differ from $u$, so all other $y_j$ vanish and the sum reduces to $g_iy_i=0$, which is impossible. Hence $y=0$ and the whole vector is zero, a contradiction. `Finset.sum_eq_single` performs the reduction of the sum.

```lean
/-- If the curvatures are strictly increasing and every gradient component is nonzero, each
eigenvector of the augmented Hessian has a nonzero last component. -/
theorem last_ne_zero {b g : Fin n → ℝ} (hb : StrictMono b) (hg : ∀ i, g i ≠ 0) {u : ℝ}
    {x : Fin n ⊕ Unit → ℝ} (hx0 : x ≠ 0) (hx : augHessian b g *ᵥ x = u • x) :
    x (Sum.inr ()) ≠ 0 := by
  intro hz
  obtain ⟨h1, h2⟩ := (eigen_iff b g u x).1 hx
  simp only [hz, mul_zero, add_zero] at h1 h2
  apply hx0
  ext (i | ⟨⟩)
  · by_contra hi
    have hi' : x (Sum.inl i) ≠ 0 := hi
    have hu : b i = u := mul_right_cancel₀ hi' (h1 i)
    -- only mode `i` can be populated, so the last row reads `g i * x i = 0`
    rw [Finset.sum_eq_single i] at h2
    · exact mul_ne_zero (hg i) hi' h2
    · intro j _ hj
      have hxj : x (Sum.inl j) = 0 := by
        by_contra hne
        exact hj (hb.injective ((mul_right_cancel₀ hne (h1 j)).trans hu.symm))
      rw [hxj, mul_zero]
    · intro h
      exact absurd (Finset.mem_univ i) h
  · exact hz
```

Dividing by $z$ turns the eigenvector into $(y/z,1)$, so $p=y/z$ is a step for the same root.

```lean
/-- For strictly increasing curvatures and nonzero gradient components, every root has an RFO step.
-/
theorem exists_step {b g : Fin n → ℝ} (hb : StrictMono b) (hg : ∀ i, g i ≠ 0) {u : ℝ}
    (hu : IsRoot b g u) : ∃ p, IsRFOStep b g u p := by
  obtain ⟨x, hx0, hx⟩ := hu
  have hz := last_ne_zero hb hg hx0 hx
  refine ⟨fun i => (x (Sum.inr ()))⁻¹ * x (Sum.inl i), ?_⟩
  have h : Sum.elim (fun i => (x (Sum.inr ()))⁻¹ * x (Sum.inl i)) (fun _ : Unit => (1 : ℝ))
      = (x (Sum.inr ()))⁻¹ • x := by
    ext (i | ⟨⟩)
    · rfl
    · exact (inv_mul_cancel₀ hz).symm
  unfold IsRFOStep
  rw [h, Matrix.mulVec_smul, hx, smul_comm]
```

## The sign in each mode

For a step, the mode equation is $(u-b_i)p_i=g_i$. Multiplying by $g_i$ gives

$$(u-b_i)\,g_ip_i=g_i^2>0,$$

so $g_ip_i$ has the sign of $u-b_i$. The positive product is `hpos`, from which both equivalences are read off.

```lean
/-- Along a mode with nonzero gradient component, an RFO step for `u` goes uphill exactly when
the curvature lies below `u`, and downhill exactly when it lies above `u`. -/
theorem step_sign {b g p : Fin n → ℝ} {u : ℝ} (hp : IsRFOStep b g u p) {i : Fin n}
    (hg : g i ≠ 0) : (0 < g i * p i ↔ b i < u) ∧ (g i * p i < 0 ↔ u < b i) := by
  have h := ((eigen_iff b g u _).1 hp).1 i
  simp only [Sum.elim_inl, Sum.elim_inr, mul_one] at h
  have hpos : 0 < (u - b i) * (g i * p i) := by
    have e : (u - b i) * (g i * p i) = g i ^ 2 := by linear_combination -g i * h
    rw [e]
    positivity
  constructor
  · rw [← pos_iff_pos_of_mul_pos hpos, sub_pos]
  · rw [← neg_iff_neg_of_mul_pos hpos, sub_neg]
```

## A curvature between any two roots

Let $p$ and $q$ be steps for $u<v$. Multiply $(u-b_i)p_i=g_i$ by $q_i$ and $(v-b_i)q_i=g_i$ by $p_i$, subtract, and sum over $i$:

$$(u-v)\sum_ip_iq_i=\sum_ig_iq_i-\sum_ig_ip_i=v-u.$$

Thus $\sum_ip_iq_i=-1$, which is the orthogonality of $(p,1)$ and $(q,1)$. If no $b_i$ lay strictly between $u$ and $v$, then $(u-b_i)(v-b_i)\ge0$ for every $i$. Since

$$(u-b_i)(v-b_i)\,p_iq_i=g_i^2>0,$$

every $p_iq_i$ would be positive and the sum could not be $-1$. In the code, `horth` is the summed identity and `hnn` the contradictory sign.

```lean
/-- If all gradient components are nonzero, any two different eigenvalues that possess RFO steps
are separated by a curvature. -/
theorem separated {b g p q : Fin n → ℝ} (hg : ∀ i, g i ≠ 0) {u v : ℝ} (huv : u < v)
    (hp : IsRFOStep b g u p) (hq : IsRFOStep b g v q) : ∃ i, u < b i ∧ b i < v := by
  by_contra hno
  push Not at hno
  obtain ⟨p1, p2⟩ := (eigen_iff b g u _).1 hp
  obtain ⟨q1, q2⟩ := (eigen_iff b g v _).1 hq
  simp only [Sum.elim_inl, Sum.elim_inr, mul_one] at p1 p2 q1 q2
  -- orthogonality of `(p, 1)` and `(q, 1)`
  have horth : (u - v) * ∑ i, p i * q i = v - u := by
    have e : ∑ i, (u - v) * (p i * q i) = ∑ i, (g i * q i - g i * p i) :=
      Finset.sum_congr rfl fun i _ => by linear_combination p i * q1 i - q i * p1 i
    rw [Finset.mul_sum, e, Finset.sum_sub_distrib, p2, q2]
  -- without a curvature in between, both steps have the same sign in every mode
  have hnn : 0 ≤ ∑ i, p i * q i := by
    refine Finset.sum_nonneg fun i _ => ?_
    have hc : 0 ≤ (u - b i) * (v - b i) := by
      rcases le_or_gt (b i) u with h | h
      · exact mul_nonneg (by linarith) (by linarith)
      · nlinarith [mul_nonneg (sub_nonneg.2 h.le) (sub_nonneg.2 (hno i h))]
    have hg2 : 0 < g i ^ 2 := by
      have := hg i
      positivity
    have e : (u - b i) * (v - b i) * (p i * q i) = g i ^ 2 := by
      linear_combination -(v - b i) * q i * p1 i - g i * q1 i
    by_contra hneg
    nlinarith [mul_nonneg hc (neg_nonneg.2 (not_le.1 hneg).le)]
  nlinarith [mul_nonneg (sub_pos.2 huv).le hnn]
```

## There are n + 1 distinct roots

$A$ is real symmetric, so it has $n+1$ orthonormal eigenvectors $w_j$. Let $\omega_j$ be the last component of $w_j$. If $w_i$ and $w_j$ with $i\neq j$ shared an eigenvalue, then $\omega_jw_i-\omega_iw_j$ would satisfy the same eigenvalue equation with last component zero, so it would be the zero vector. Its inner product with $w_i$ is $\omega_j$, which would then vanish, contrary to the earlier result on last components.

This is `hinj`. The distinct eigenvalues are then sorted by `orderEmbOfFin`, and the last part shows that the list contains every root and nothing else.

```lean
/-- For strictly increasing curvatures and nonzero gradient components, the augmented Hessian has
exactly `n + 1` different roots, which can be listed in increasing order. -/
theorem exists_enumeration {b g : Fin n → ℝ} (hb : StrictMono b) (hg : ∀ i, g i ≠ 0) :
    ∃ μ : Fin (n + 1) → ℝ, StrictMono μ ∧ ∀ u, IsRoot b g u ↔ u ∈ Set.range μ := by
  have hA : (augHessian b g).IsHermitian := by
    refine Matrix.IsHermitian.fromBlocks (Matrix.isHermitian_diagonal b) ?_
      Matrix.isHermitian_zero
    ext i j
    simp
  let B := hA.eigenvectorBasis
  have hB : ∀ j, augHessian b g *ᵥ (B j).ofLp = hA.eigenvalues j • (B j).ofLp :=
    fun j => hA.mulVec_eigenvectorBasis j
  have hB0 : ∀ j, (B j).ofLp ≠ 0 := fun j h =>
    B.orthonormal.ne_zero j (WithLp.ofLp_injective 2 h)
  -- a repeated eigenvalue would give an eigenvector with zero last component
  have hinj : Function.Injective hA.eigenvalues := by
    intro i j hij
    by_contra hne
    have hw : (B j).ofLp (Sum.inr ()) • (B i).ofLp
        - (B i).ofLp (Sum.inr ()) • (B j).ofLp = 0 := by
      by_contra h0
      refine last_ne_zero hb hg (u := hA.eigenvalues j) h0 ?_ ?_
      · rw [Matrix.mulVec_sub, Matrix.mulVec_smul, Matrix.mulVec_smul, hB, hB, hij]
        module
      · simp only [Pi.sub_apply, Pi.smul_apply, smul_eq_mul]
        ring
    have hv : (B j).ofLp (Sum.inr ()) • B i = (B i).ofLp (Sum.inr ()) • B j :=
      WithLp.ofLp_injective 2 (sub_eq_zero.1 hw)
    have hin := congrArg (fun z => inner ℝ (B i) z) hv
    simp only [inner_smul_right, orthonormal_iff_ite.1 B.orthonormal, if_true, if_neg hne,
      mul_one, mul_zero] at hin
    exact last_ne_zero hb hg (hB0 j) (hB j) hin
  have hcard : (Finset.univ.image hA.eigenvalues).card = n + 1 := by
    rw [Finset.card_image_of_injective _ hinj]
    simp
  refine ⟨(Finset.univ.image hA.eigenvalues).orderEmbOfFin hcard,
    OrderEmbedding.strictMono _, fun u => ?_⟩
  rw [Finset.range_orderEmbOfFin, Finset.coe_image, Finset.coe_univ, Set.image_univ]
  constructor
  · rintro ⟨x, hx0, hx⟩
    have h : Module.End.HasEigenvalue (Matrix.toLin' (augHessian b g)) u :=
      Module.End.hasEigenvalue_of_hasEigenvector (x := x)
        ⟨Module.End.mem_eigenspace_iff.2 (by rw [Matrix.toLin'_apply, hx]), hx0⟩
    have hs := h.mem_spectrum
    rwa [Matrix.spectrum_toLin', hA.spectrum_real_eq_range_eigenvalues] at hs
  · rintro ⟨j, rfl⟩
    exact ⟨_, hB0 j, hB j⟩
```

## Interlacing by counting

Each gap $(\mu_k,\mu_{k+1})$ contains some curvature $b_{c(k)}$. For $k<l$,

$$b_{c(k)}<\mu_{k+1}\le\mu_l<b_{c(l)},$$

so $c(k)<c(l)$. A strictly increasing map from $\{0,\dots,n-1\}$ to itself is the identity, hence $\mu_i<b_i<\mu_{i+1}$. In Lean, `i.castSucc` is the number $i$ regarded as a root index, and `i.succ` is $i+1$. The map is `c`, and `hid` identifies it.

```lean
/-- For distinct curvatures in increasing order and nonzero gradient components, `n + 1` roots
listed in increasing order strictly interlace the curvatures. -/
theorem interlacing {b g : Fin n → ℝ} (hb : StrictMono b) (hg : ∀ i, g i ≠ 0)
    {μ : Fin (n + 1) → ℝ} (hμ : StrictMono μ) (hr : ∀ k, IsRoot b g (μ k)) (i : Fin n) :
    μ i.castSucc < b i ∧ b i < μ i.succ := by
  have hsep : ∀ k : Fin n, ∃ j, μ k.castSucc < b j ∧ b j < μ k.succ := fun k => by
    obtain ⟨p, hp⟩ := exists_step hb hg (hr k.castSucc)
    obtain ⟨q, hq⟩ := exists_step hb hg (hr k.succ)
    exact separated hg (hμ Fin.castSucc_lt_succ) hp hq
  choose c hc using hsep
  -- the curvature found in each gap moves up with the gap, so it is the one with the same index
  have hmono : StrictMono c := fun k l hkl => hb.lt_iff_lt.1 <|
    calc b (c k) < μ k.succ := (hc k).2
      _ ≤ μ l.castSucc := hμ.monotone (Fin.le_def.2 (Nat.succ_le_of_lt hkl))
      _ < b (c l) := (hc l).1
  have hid : c = id := (hmono.range_inj strictMono_id).1 (by
    rw [(Finite.injective_iff_surjective.1 hmono.injective).range_eq, Set.range_id])
  have h := hc i
  rwa [hid] at h
```

## The signs for each root

If $i<k$, then $b_i<\mu_{i+1}\le\mu_k$, and mode $i$ is uphill. If $i\ge k$, then $\mu_k\le\mu_i<b_i$, and it is downhill. These are `hlow` and `hhigh`, combined with `step_sign`. The step is unique because $(\mu_k-b_i)p_i=g_i\neq0$ forces $\mu_k\ne b_i$ and so fixes $p_i$.

```lean
/-- Let the curvatures be distinct and in increasing order, and all gradient components nonzero. The
augmented Hessian has `n + 1` roots `μ 0 < ... < μ n` that strictly interlace the curvatures; for
each `μ k` there is exactly one vector that is an RFO step for `μ k` and goes uphill along the `k`
lowest modes and downhill along all others. -/
theorem higher_roots {b g : Fin n → ℝ} (hb : StrictMono b) (hg : ∀ i, g i ≠ 0) :
    ∃ μ : Fin (n + 1) → ℝ, StrictMono μ ∧ (∀ u, IsRoot b g u ↔ u ∈ Set.range μ) ∧
      (∀ i : Fin n, μ i.castSucc < b i ∧ b i < μ i.succ) ∧
      ∀ k, ∃! p, IsRFOStep b g (μ k) p ∧
        ∀ i : Fin n, (0 < g i * p i ↔ i.castSucc < k) ∧ (g i * p i < 0 ↔ k ≤ i.castSucc) := by
  obtain ⟨μ, hμ, hroot⟩ := exists_enumeration hb hg
  have hr : ∀ k, IsRoot b g (μ k) := fun k => (hroot _).2 ⟨k, rfl⟩
  have hI := interlacing hb hg hμ hr
  refine ⟨μ, hμ, hroot, hI, fun k => ?_⟩
  -- the position of a curvature relative to `μ k` is read off from the indices
  have hlow : ∀ i : Fin n, i.castSucc < k → b i < μ k := fun i h =>
    (hI i).2.trans_le (hμ.monotone (Fin.le_def.2 (Nat.succ_le_of_lt h)))
  have hhigh : ∀ i : Fin n, k ≤ i.castSucc → μ k < b i := fun i h =>
    (hμ.monotone h).trans_lt (hI i).1
  obtain ⟨p, hp⟩ := exists_step hb hg (hr k)
  refine ⟨p, ⟨hp, fun i => ?_⟩, ?_⟩
  · obtain ⟨h1, h2⟩ := step_sign hp (hg i)
    rw [h1, h2]
    exact ⟨⟨fun h => not_le.1 fun h' => lt_asymm h (hhigh i h'), hlow i⟩,
      ⟨fun h => not_lt.1 fun h' => lt_asymm h (hlow i h'), hhigh i⟩⟩
  · rintro q ⟨hq, -⟩
    ext i
    have e1 := ((eigen_iff b g _ _).1 hp).1 i
    have e2 := ((eigen_iff b g _ _).1 hq).1 i
    simp only [Sum.elim_inl, Sum.elim_inr, mul_one] at e1 e2
    have hne : μ k - b i ≠ 0 := fun h => hg i (by linear_combination e1 + p i * h)
    exact mul_left_cancel₀ hne (by linear_combination e1 - e2)

end AugmentedHessianHigherRoots
```

```lean
#print axioms AugmentedHessianHigherRoots.higher_roots
-- 'AugmentedHessianHigherRoots.higher_roots' depends on axioms: [propext, Classical.choice, Quot.sound]
```

## What this says about a saddle search

The theorem `higher_roots` lists all roots in increasing order, places one curvature in each gap, and gives each root one step with the stated signs. Its `∃!` ranges over vectors that are steps and have these signs; since every step for $\mu_k$ has them, the step itself is unique.

For a diagonal Hessian with at least one mode, distinct curvatures and no zero gradient component, the second-lowest root therefore gives a step uphill along the lowest mode and downhill along all others, the pattern sought near a transition state. The signs of the curvatures play no part. Nothing is said about the step length or the convergence of repeated steps.

To apply the theorem to a Hessian computed in Cartesian coordinates, write the Hessian and the gradient in the orthonormal eigenbasis of the Hessian. This change of basis leaves the roots unchanged; it is not part of the Lean code. The condition $g_i\neq0$ is a real restriction: it fails for overall translations of an isolated molecule and for modes along which symmetry makes the gradient vanish. For such a mode $b_i$ is itself a root, with an eigenvector whose last component is zero, so these modes have to be removed before the theorem applies.
